# Faraday A, B and C terms from the zero-field slope of a dichroic spectrum with linear Zeeman shifts

## Two ground sublevels and one excited level

Magnetic circular dichroism is the difference in absorption between left and right circularly polarised light that is induced by a magnetic field along the beam. Take a ground doublet with energies $+\mu b$ and $-\mu b$ in the field $b$, and one excited level that does not shift. The two sublevels absorb opposite circular polarisations equally strongly, so their lines enter the difference spectrum with strengths $+D$ and $-D$, here independent of the field. Let $g$ be the lineshape, $x$ the photon energy measured from the zero-field line, and $\beta$ the inverse temperature. The spectrum is

$$S(b)=D\,\bigl[p_+(b)\,g(x+\mu b)-p_-(b)\,g(x-\mu b)\bigr],\qquad p_\pm(b)=\frac{e^{\mp\beta\mu b}}{e^{-\beta\mu b}+e^{\beta\mu b}}.$$

At $b=0$ the two lines cancel. A small field undoes the cancellation in two ways. The lines move apart, which contributes $\mu D\,g'(x)$ to the slope. The populations also become unequal, with $p_+-p_-=-\tanh(\beta\mu b)$, which contributes $-\beta\mu D\,g(x)$. Hence

$$S'(0)=\mu D\,g'(x)-\beta\mu D\,g(x).$$

The first part has the shape of a derivative and does not depend on temperature. The second has the shape of the band and grows as $1/T$. If the strengths themselves respond to the field, there is a third part, with the shape of the band but independent of temperature.

## The slope for any finite set of sublevels

Let there be $N\ge 1$ ground sublevels $i$ with energies $m_i b$, and finitely many excited sublevels $j$ with shifts $n_j b$. The line $i\to j$ has dichroic strength $d_{ij}(b)$ and is centred at $w_0+(n_j-m_i)b$. At photon energy $w$,

$$S(b)=\sum_{i,j}p_i(b)\,d_{ij}(b)\,g\bigl(w-w_0-(n_j-m_i)b\bigr),\qquad p_i(b)=\frac{e^{-\beta m_i b}}{\sum_k e^{-\beta m_k b}}.$$

Write $D_{ij}=d_{ij}(0)$, $D'_{ij}=d_{ij}'(0)$ and $\bar m=\frac1N\sum_k m_k$, and define

$$A=\frac1N\sum_{i,j}D_{ij}(n_j-m_i),\qquad B=\frac1N\sum_{i,j}D'_{ij},\qquad C=-\frac1N\sum_{i,j}(m_i-\bar m)D_{ij}.$$

If each $d_{ij}$ is differentiable at $b=0$ and $g$ is differentiable at the detuning $x=w-w_0$, then

$$S'(0)=-A\,g'(x)+(B+\beta C)\,g(x).$$

In the doublet above, $A=C=-\mu D$ and $B=0$.

The mean shift appears in $C$ because a common shift of all ground sublevels leaves the populations unchanged. When $\sum_i m_i=0$, the formula reduces to $C=-\frac1N\sum_{i,j}m_iD_{ij}$. For a single ground sublevel $m_1=\bar m$, so $C=0$.

## Populations, strengths and positions differentiated

Let $Z(b)=\sum_k e^{-\beta m_k b}$. Then $Z(0)=N$, so $p_i(0)=1/N$, and $Z'(0)=-\beta\sum_k m_k=-\beta N\bar m$. The quotient rule gives

$$p_i'(0)=\frac{-\beta m_i N+\beta N\bar m}{N^2}=-\frac{\beta(m_i-\bar m)}{N}.$$

The position of the line enters through the chain rule:

$$\frac{d}{db}\,g\bigl(x-(n_j-m_i)b\bigr)\Big|_{b=0}=-(n_j-m_i)\,g'(x).$$

By the product rule, the slope of one line is

$$-\frac{\beta(m_i-\bar m)}{N}D_{ij}\,g(x)+\frac1N D'_{ij}\,g(x)-\frac1N D_{ij}(n_j-m_i)\,g'(x).$$

Summed over $i$ and $j$, the three parts are $\beta C\,g(x)$, $B\,g(x)$ and $-A\,g'(x)$.

## Moments of the slope

Write $K=B+\beta C$ and integrate the slope over all photon energies. After the substitution $x=w-w_0$,

$$\int S'(0)\,dw=-A\int g'(x)\,dx+K\int g(x)\,dx=K\int g(x)\,dx.$$

The integral of $g'$ vanishes because $g$ and $g'$ are both integrable, which forces $g$ to zero at both ends.

For the first moment about $w_0$, use $(xg)'=g+xg'$. If $g$, $xg$ and $xg'$ are integrable, the integral of this derivative is zero, so $\int xg'\,dx=-\int g\,dx$. Therefore

$$\int (w-w_0)\,S'(0)\,dw=-A\int xg'\,dx+K\int xg\,dx=A\int g\,dx+K\int xg\,dx.$$

For a single band that follows this model, with strengths and a nonzero lineshape area independent of temperature, the zeroth moment is thus linear in $\beta$, and a series of temperatures separates the contributions of $B$ and $C$. Absorption also carries a factor of the photon energy, which $S$ omits; a measured spectrum has to be divided by it first, or $A$ enters the zeroth moment too. If $g$ is also even, the first moment contains $A$ alone.

## The model in Lean and its limits

The finite types `ι` and `κ` label the ground and excited sublevels, and `Fintype.card ι` is $N$. The functions `m` and `n` hold the shifts per unit field, and `d i j` is the strength of a line as a function of the field. `boltzmann`, `spectrum`, `faradayA`, `faradayB` and `faradayC` are $p_i$, $S$, $A$, $B$ and $C$.

`HasDerivAt f a 0` says that `f` is differentiable at zero and has derivative `a` there. The hypothesis `hd` says this of every strength, with slope `d' i j`. In `spectrum_hasDerivAt`, `g'` is a number, the slope of the lineshape at one detuning. In the two moment theorems it is a function, because the derivative is needed everywhere. These theorems integrate the zero-field slope at each photon energy; they do not differentiate an integrated spectrum.

The signs and prefactors of $A$, $B$ and $C$ are those of the definitions above, and other conventions may distribute constants differently. The strengths are arbitrary real functions. In a microscopic theory they would come from transition dipoles, and their field slopes from the mixing of states by the field; here both are input. Every line has the same shape, which moves without distortion, and the Zeeman shifts are strictly linear. The slope describes the change from the zero-field spectrum at fields where the shifts are small compared with both the linewidth and the thermal energy, and where the strengths are still nearly linear in the field.

The integrability conditions matter for the choice of lineshape. A Gaussian meets all of them. A Lorentzian is covered by the zeroth-moment theorem but not by the first, since $xg$ falls off only as $1/x$.

## The complete file

```lean
import Mathlib

open MeasureTheory

namespace MagneticCircularDichroism

noncomputable section

variable {ι κ : Type*} [Fintype ι] [Fintype κ]

/-- Boltzmann population of ground sublevel `i`, with energies `m k * b` in the field `b`
and inverse temperature `β`. -/
def boltzmann (β : ℝ) (m : ι → ℝ) (b : ℝ) (i : ι) : ℝ :=
  Real.exp (-β * (m i * b)) / ∑ k, Real.exp (-β * (m k * b))

/-- Mean of the ground-state shifts, for at least one ground sublevel. -/
def meanShift (m : ι → ℝ) : ℝ := (∑ k, m k) / Fintype.card ι

/-- The dichroic spectrum at photon energy `w` in the field `b`: each line `i → j` has strength
`d i j b`, is weighted by the population of `i`, and is centred at `w0 + (n j - m i) * b`. -/
def spectrum (β : ℝ) (m : ι → ℝ) (n : κ → ℝ) (d : ι → κ → ℝ → ℝ) (g : ℝ → ℝ)
    (w0 w b : ℝ) : ℝ :=
  ∑ i, ∑ j, boltzmann β m b i * d i j b * g (w - w0 - (n j - m i) * b)

/-- Faraday `A` parameter: zero-field strengths `D` times the Zeeman shifts of the lines,
per ground sublevel (at least one sublevel). -/
def faradayA (m : ι → ℝ) (n : κ → ℝ) (D : ι → κ → ℝ) : ℝ :=
  (∑ i, ∑ j, D i j * (n j - m i)) / Fintype.card ι

/-- Faraday `B` parameter: field derivatives `D'` of the strengths, summed and taken
per ground sublevel (at least one sublevel). -/
def faradayB (D' : ι → κ → ℝ) : ℝ := (∑ i, ∑ j, D' i j) / Fintype.card ι

/-- Faraday `C` parameter: minus the zero-field strengths `D` times the ground shifts measured
from their mean, per ground sublevel (at least one sublevel). -/
def faradayC (m : ι → ℝ) (D : ι → κ → ℝ) : ℝ :=
  -(∑ i, ∑ j, (m i - meanShift m) * D i j) / Fintype.card ι

/-- At zero field all ground sublevels are equally populated. -/
theorem boltzmann_zero (β : ℝ) (m : ι → ℝ) (i : ι) :
    boltzmann β m 0 i = 1 / Fintype.card ι := by
  simp [boltzmann]

/-- At zero field the population of a sublevel changes with the field at a rate `-β / N` times
its shift measured from the mean shift, `N` being the number of ground sublevels. -/
theorem boltzmann_hasDerivAt (β : ℝ) (m : ι → ℝ) (i : ι) :
    HasDerivAt (fun b => boltzmann β m b i)
      (-β * (m i - meanShift m) / Fintype.card ι) 0 := by
  have hN : (Fintype.card ι : ℝ) ≠ 0 := by
    have : Nonempty ι := ⟨i⟩
    exact Nat.cast_ne_zero.mpr Fintype.card_ne_zero
  have he : ∀ k, HasDerivAt (fun b : ℝ => Real.exp (-β * (m k * b))) (-β * m k) 0 := by
    intro k
    have h := (((hasDerivAt_id' (0 : ℝ)).const_mul (m k)).const_mul (-β)).exp
    exact h.congr_deriv (by simp)
  -- the partition function and its slope
  have hZ : HasDerivAt (fun b : ℝ => ∑ k, Real.exp (-β * (m k * b))) (∑ k, -β * m k) 0 :=
    HasDerivAt.fun_sum (fun k _ => he k)
  have hZ0 : ∑ k, Real.exp (-β * (m k * 0)) = (Fintype.card ι : ℝ) := by simp
  have h := (he i).fun_div hZ (by
    show ∑ k, Real.exp (-β * (m k * 0)) ≠ 0
    rw [hZ0]
    exact hN)
  refine h.congr_deriv ?_
  simp only [mul_zero, Real.exp_zero, Finset.sum_const, Finset.card_univ, nsmul_eq_mul,
    mul_one, ← Finset.mul_sum, meanShift]
  field_simp
  ring

/-- The field derivative of the dichroic spectrum at zero field is `-A g' + (B + β C) g`, taken
at the detuning `w - w0`, for strengths differentiable at zero field and a lineshape
differentiable at that detuning. -/
theorem spectrum_hasDerivAt (β : ℝ) (m : ι → ℝ) (n : κ → ℝ) {d : ι → κ → ℝ → ℝ}
    {d' : ι → κ → ℝ} {g : ℝ → ℝ} {g' w0 w : ℝ}
    (hd : ∀ i j, HasDerivAt (d i j) (d' i j) 0) (hg : HasDerivAt g g' (w - w0)) :
    HasDerivAt (fun b => spectrum β m n d g w0 w b)
      (-faradayA m n (fun i j => d i j 0) * g'
        + (faradayB d' + β * faradayC m (fun i j => d i j 0)) * g (w - w0)) 0 := by
  -- slope of a single line: population, strength and position all respond to the field
  have hterm : ∀ i j, HasDerivAt
      (fun b => boltzmann β m b i * d i j b * g (w - w0 - (n j - m i) * b))
      ((-β * (m i - meanShift m) / Fintype.card ι * d i j 0
        + 1 / Fintype.card ι * d' i j) * g (w - w0)
        + 1 / Fintype.card ι * d i j 0 * (g' * -(n j - m i))) 0 := by
    intro i j
    have hs : HasDerivAt (fun b : ℝ => w - w0 - (n j - m i) * b) (-(n j - m i)) 0 :=
      (((hasDerivAt_id' (0 : ℝ)).const_mul (n j - m i)).const_sub (w - w0)).congr_deriv
        (by ring)
    have hgs : HasDerivAt (fun b : ℝ => g (w - w0 - (n j - m i) * b))
        (g' * -(n j - m i)) 0 := hg.comp_of_eq (0 : ℝ) hs (by simp)
    refine (((boltzmann_hasDerivAt β m i).fun_mul (hd i j)).fun_mul hgs).congr_deriv ?_
    simp only [boltzmann_zero, mul_zero, sub_zero]
  have h := HasDerivAt.fun_sum (u := Finset.univ) (fun i _ =>
    HasDerivAt.fun_sum (u := Finset.univ) (fun j _ => hterm i j))
  refine h.congr_deriv ?_
  -- collect the three kinds of contribution
  have key : ∑ i, ∑ j, ((-β * (m i - meanShift m) / Fintype.card ι * d i j 0
        + 1 / Fintype.card ι * d' i j) * g (w - w0)
        + 1 / Fintype.card ι * d i j 0 * (g' * -(n j - m i)))
      = (-g' / Fintype.card ι) * ∑ i, ∑ j, d i j 0 * (n j - m i)
        + (g (w - w0) / Fintype.card ι) * ∑ i, ∑ j, d' i j
        + (-β * g (w - w0) / Fintype.card ι)
          * ∑ i, ∑ j, (m i - meanShift m) * d i j 0 := by
    simp only [Finset.mul_sum, ← Finset.sum_add_distrib]
    exact Finset.sum_congr rfl fun i _ => Finset.sum_congr rfl fun j _ => by ring
  refine key.trans ?_
  simp only [faradayA, faradayB, faradayC]
  ring

/-- If the ground shifts sum to zero, `C` is minus the sum of shift times strength,
per ground sublevel. -/
theorem faradayC_of_sum_eq_zero (m : ι → ℝ) (D : ι → κ → ℝ) (hm : ∑ i, m i = 0) :
    faradayC m D = -(∑ i, ∑ j, m i * D i j) / Fintype.card ι := by
  simp only [faradayC, meanShift, hm, zero_div, sub_zero]

/-- A single ground sublevel has no `C` term. -/
theorem faradayC_nondegenerate {ι : Type*} [Fintype ι] [Unique ι] (m : ι → ℝ)
    (D : ι → κ → ℝ) : faradayC m D = 0 := by
  simp [faradayC, meanShift]

/-- The zero-field slope of the spectrum, integrated over the band, is `B + β C` times the area
of the lineshape, for a differentiable lineshape that is integrable with its derivative and
strengths differentiable at zero field. -/
theorem zeroth_moment (β : ℝ) (m : ι → ℝ) (n : κ → ℝ) {d : ι → κ → ℝ → ℝ}
    {d' : ι → κ → ℝ} {g g' : ℝ → ℝ} (w0 : ℝ)
    (hd : ∀ i j, HasDerivAt (d i j) (d' i j) 0) (hg : ∀ x, HasDerivAt g (g' x) x)
    (hi : Integrable g) (hi' : Integrable g') :
    ∫ w, deriv (fun b => spectrum β m n d g w0 w b) 0
      = (faradayB d' + β * faradayC m (fun i j => d i j 0)) * ∫ x, g x := by
  have h := fun w => (spectrum_hasDerivAt β m n hd (hg (w - w0))).deriv
  simp only [h]
  generalize faradayA m n (fun i j => d i j 0) = A
  generalize faradayB d' + β * faradayC m (fun i j => d i j 0) = K
  have hs : ∫ w, (-A * g' (w - w0) + K * g (w - w0)) = ∫ x, (-A * g' x + K * g x) :=
    integral_sub_right_eq_self (fun x => -A * g' x + K * g x) w0
  -- the derivative lineshape has no area
  rw [hs, integral_add (hi'.const_mul _) (hi.const_mul _), integral_const_mul,
    integral_const_mul, integral_eq_zero_of_hasDerivAt_of_integrable hg hi' hi]
  ring

/-- The first moment about `w0` of the zero-field slope is `A` times the area of the lineshape
plus `B + β C` times its first moment, for strengths differentiable at zero field and a
differentiable lineshape with `g`, `x g` and `x g'` integrable. -/
theorem first_moment (β : ℝ) (m : ι → ℝ) (n : κ → ℝ) {d : ι → κ → ℝ → ℝ}
    {d' : ι → κ → ℝ} {g g' : ℝ → ℝ} (w0 : ℝ)
    (hd : ∀ i j, HasDerivAt (d i j) (d' i j) 0) (hg : ∀ x, HasDerivAt g (g' x) x)
    (hi : Integrable g) (hx : Integrable (fun x => x * g x))
    (hx' : Integrable (fun x => x * g' x)) :
    ∫ w, (w - w0) * deriv (fun b => spectrum β m n d g w0 w b) 0
      = faradayA m n (fun i j => d i j 0) * (∫ x, g x)
        + (faradayB d' + β * faradayC m (fun i j => d i j 0)) * ∫ x, x * g x := by
  have h := fun w => (spectrum_hasDerivAt β m n hd (hg (w - w0))).deriv
  simp only [h]
  generalize faradayA m n (fun i j => d i j 0) = A
  generalize faradayB d' + β * faradayC m (fun i j => d i j 0) = K
  have hs : ∫ w, (w - w0) * (-A * g' (w - w0) + K * g (w - w0))
      = ∫ x, x * (-A * g' x + K * g x) :=
    integral_sub_right_eq_self (fun x => x * (-A * g' x + K * g x)) w0
  have e : ∀ x, x * (-A * g' x + K * g x) = -A * (x * g' x) + K * (x * g x) := by
    intro x
    ring
  -- integration by parts for `x g`
  have hp : ∫ x, (g x + x * g' x) = 0 :=
    integral_eq_zero_of_hasDerivAt_of_integrable (f := fun x => x * g x)
      (fun x => ((hasDerivAt_id' x).fun_mul (hg x)).congr_deriv (by ring))
      (hi.add hx') hx
  rw [integral_add hi hx'] at hp
  rw [hs]
  simp only [e]
  rw [integral_add (hx'.const_mul _) (hx.const_mul _), integral_const_mul,
    integral_const_mul]
  linear_combination -A * hp

end

end MagneticCircularDichroism
```

```lean
#print axioms MagneticCircularDichroism.faradayC_of_sum_eq_zero
#print axioms MagneticCircularDichroism.faradayC_nondegenerate
#print axioms MagneticCircularDichroism.zeroth_moment
#print axioms MagneticCircularDichroism.first_moment
```

```
'MagneticCircularDichroism.faradayC_of_sum_eq_zero' depends on axioms: [propext, Classical.choice, Quot.sound]
'MagneticCircularDichroism.faradayC_nondegenerate' depends on axioms: [propext, Classical.choice, Quot.sound]
'MagneticCircularDichroism.zeroth_moment' depends on axioms: [propext, Classical.choice, Quot.sound]
'MagneticCircularDichroism.first_moment' depends on axioms: [propext, Classical.choice, Quot.sound]
```

## From the population slope to the spectrum

`boltzmann_zero` gives the equal populations at zero field. `boltzmann_hasDerivAt` is the quotient-rule calculation: `he` differentiates one Boltzmann factor, `hZ` sums these slopes to give that of the partition function, and `fun_div` combines the two. The quotient rule needs $Z(0)\neq0$, which follows from `hN`: the sublevel `i` exists, so $N$ is not zero. `field_simp` and `ring` then bring the result to the form with the mean shift.

In `spectrum_hasDerivAt`, the statement `hterm` is the slope of a single line. Within it, `hs` differentiates the line's detuning, `hgs` applies the chain rule to the lineshape, and two uses of `fun_mul` supply the product rule for three factors. `HasDerivAt.fun_sum`, applied once for each index, adds the lines. The equation `key` sorts the double sum into its $g'$ part, its $D'$ part and its population part, and unfolding the definitions turns these into $A$, $B$ and $C$.

`faradayC_of_sum_eq_zero` sets the mean shift to zero, and `faradayC_nondegenerate` covers the single ground sublevel, expressed by `Unique ι`.

## Integration by parts in the moment theorems

Both moment proofs first replace the derivative inside the integral by the formula from `spectrum_hasDerivAt`. The `generalize` steps then treat $A$ and $K$ as plain constants, and `integral_sub_right_eq_self` performs the substitution $x=w-w_0$.

Both also rest on the lemma `integral_eq_zero_of_hasDerivAt_of_integrable`: if a function and its derivative are integrable over the real line, the derivative integrates to zero. `zeroth_moment` applies it to $g$, which removes the $A$ term. `first_moment` applies it to $xg$ and obtains `hp`, the statement $\int g\,dx+\int xg'\,dx=0$. The last line, `linear_combination -A * hp`, multiplies this by $-A$ and so replaces $-A\int xg'\,dx$ by $A\int g\,dx$.
